# The two-point Gauss–Laguerre rule is exact for real polynomials of degree at most three

For every real polynomial \(p\) of degree at most 3,

\[
\int_0^\infty e^{-x}p(x)\,dx=\frac{2+\sqrt2}{4}\,p(2-\sqrt2)+\frac{2-\sqrt2}{4}\,p(2+\sqrt2).
\]

For radial integrals in electronic structure, this means that two function values suffice when the integrand, volume element included, is a single decaying exponential, with known decay constant, times a polynomial of degree at most 3.

The right-hand side is `gaussLaguerre`, defined for any function from the reals to the reals.

```lean
import Mathlib

open MeasureTheory Polynomial

namespace GaussLaguerreTwoPoint

noncomputable section

/-- The two-point Gauss-Laguerre rule: the weighted sum of the values of `f` at the nodes
`2 - √2` and `2 + √2`. -/
def gaussLaguerre (f : ℝ → ℝ) : ℝ :=
  (2 + √2) / 4 * f (2 - √2) + (2 - √2) / 4 * f (2 + √2)
```

## Exponential decay on the half-line

The weight \(e^{-x}\) stands for the decay of a bound-state density, with \(x\) a distance in units of the decay length. By hand, it supplies the moments \(M_n=\int_0^\infty e^{-x}x^n\,dx\). Clearly \(M_0=1\), and integration by parts gives \(M_n=nM_{n-1}\) for \(n\ge1\), since the boundary terms vanish. Hence \(M_n=n!\).

The Lean proof reads the same value from Mathlib's Gamma function at \(n+1\), changing its real exponent into a natural power. `Set.Ioi 0` is the open half-line.

```lean
/-- The `n`-th moment of the exponential weight on the half-line is `n!`. -/
theorem laguerre_moment (n : ℕ) :
    ∫ x in Set.Ioi (0 : ℝ), Real.exp (-x) * x ^ n = (n.factorial : ℝ) := by
  have h := Real.Gamma_eq_integral (s := (n : ℝ) + 1) (by positivity)
  rw [Real.Gamma_nat_eq_factorial] at h
  simpa only [add_sub_cancel_right, Real.rpow_natCast] using h.symm
```

Without the decay, the integral of any nonzero polynomial over the half-line diverges. Lean assigns the value 0 to the integral of a non-integrable function, so integrability is proved as a separate statement.

```lean
/-- Every power of `x` is integrable against the exponential weight on the half-line. -/
theorem integrable_pow (n : ℕ) :
    IntegrableOn (fun x : ℝ => Real.exp (-x) * x ^ n) (Set.Ioi 0) := by
  have h := Real.GammaIntegral_convergent (s := (n : ℝ) + 1) (by positivity)
  simpa only [add_sub_cancel_right, Real.rpow_natCast] using h
```

## A polynomial factor

The factor \(p\) is what multiplies the exponential, such as the polynomial part of a radial density. Writing \(p(x)=\sum_i c_i x^i\), linearity gives

\[
\int_0^\infty e^{-x}p(x)\,dx=\sum_i c_i\,i!.
\]

In Lean, `p : ℝ[X]` is the polynomial, `p.eval x` its value and `p.coeff i` the coefficient \(c_i\). The proof rewrites the integrand as a finite sum of weighted monomials, then exchanges sum and integral using the integrability of each term.

```lean
/-- For a polynomial of degree below `N`, the product with the exponential weight is integrable
on the half-line, and its integral is the sum of the coefficients times factorials. -/
theorem laguerre_integral (p : ℝ[X]) (N : ℕ) (hp : p.natDegree < N) :
    IntegrableOn (fun x : ℝ => Real.exp (-x) * p.eval x) (Set.Ioi 0) ∧
    ∫ x in Set.Ioi (0 : ℝ), Real.exp (-x) * p.eval x =
      ∑ i ∈ Finset.range N, p.coeff i * (i.factorial : ℝ) := by
  -- expand the integrand in weighted monomials
  have h : (fun x : ℝ => Real.exp (-x) * p.eval x) =
      fun x => ∑ i ∈ Finset.range N, p.coeff i * (Real.exp (-x) * x ^ i) := by
    funext x
    rw [Polynomial.eval_eq_sum_range' hp, Finset.mul_sum]
    exact Finset.sum_congr rfl (fun i _ => by ring)
  have hi : ∀ i ∈ Finset.range N, Integrable
      (fun x : ℝ => p.coeff i * (Real.exp (-x) * x ^ i)) (volume.restrict (Set.Ioi 0)) :=
    fun i _ => Integrable.const_mul (integrable_pow i) _
  rw [h]
  refine ⟨MeasureTheory.integrable_finsetSum _ hi, ?_⟩
  rw [MeasureTheory.integral_finsetSum _ hi]
  refine Finset.sum_congr rfl (fun i _ => ?_)
  rw [integral_const_mul, laguerre_moment]
```

For a general function the rule is only an approximation, since it sees nothing but two values.

## Degree at most three

The bound limits how much structure the polynomial factor may have. By hand, it enters when the rule is compared with the moments. Using \((\sqrt2)^2=2\), the powers of the nodes are

\[
\begin{aligned}
(2\mp\sqrt2)^2&=6\mp4\sqrt2,\\
(2\mp\sqrt2)^3&=20\mp14\sqrt2,\\
(2\mp\sqrt2)^4&=68\mp48\sqrt2.
\end{aligned}
\]

Whenever the powers have the form \(A\mp B\sqrt2\), the rule returns

\[
\frac{(2+\sqrt2)(A-B\sqrt2)+(2-\sqrt2)(A+B\sqrt2)}{4}=A-B.
\]

For \(1,x,x^2,x^3,x^4\) this gives \(1,1,2,6,20\), while the moments are \(1,1,2,6,24\). Up to degree 4, the integral therefore exceeds the rule by exactly \(4c_4\).

The proof follows this calculation: `m` is the integral in terms of the coefficients, `a2` to `b4` are the node powers, and the last `linear_combination` replaces the remaining \((\sqrt2)^2\) by 2.

```lean
/-- For a polynomial of degree at most 4, the integral exceeds the two-point rule by four times
the quartic coefficient. -/
theorem gaussLaguerre_error (p : ℝ[X]) (hp : p.natDegree ≤ 4) :
    (∫ x in Set.Ioi (0 : ℝ), Real.exp (-x) * p.eval x) - gaussLaguerre (fun x => p.eval x) =
      4 * p.coeff 4 := by
  have hd : p.natDegree < 5 := by omega
  have e : ∀ x : ℝ, p.eval x = p.coeff 0 + p.coeff 1 * x + p.coeff 2 * x ^ 2 +
      p.coeff 3 * x ^ 3 + p.coeff 4 * x ^ 4 := by
    intro x
    rw [Polynomial.eval_eq_sum_range' hd]
    simp [Finset.sum_range_succ]
  have m : ∫ x in Set.Ioi (0 : ℝ), Real.exp (-x) * p.eval x = p.coeff 0 + p.coeff 1 +
      p.coeff 2 * 2 + p.coeff 3 * 6 + p.coeff 4 * 24 := by
    rw [(laguerre_integral p 5 hd).2]
    norm_num [Finset.sum_range_succ, Nat.factorial]
  have s2 : √2 ^ 2 = (2 : ℝ) := Real.sq_sqrt (by norm_num)
  -- powers of the two nodes, reduced with the square of √2
  have a2 : (2 - √2) ^ 2 = 6 - 4 * √2 := by linear_combination s2
  have a3 : (2 - √2) ^ 3 = 20 - 14 * √2 := by
    linear_combination (2 - √2) * a2 + 4 * s2
  have a4 : (2 - √2) ^ 4 = 68 - 48 * √2 := by
    linear_combination (2 - √2) * a3 + 14 * s2
  have b2 : (2 + √2) ^ 2 = 6 + 4 * √2 := by linear_combination s2
  have b3 : (2 + √2) ^ 3 = 20 + 14 * √2 := by
    linear_combination (2 + √2) * b2 + 4 * s2
  have b4 : (2 + √2) ^ 4 = 68 + 48 * √2 := by
    linear_combination (2 + √2) * b3 + 14 * s2
  rw [m]
  simp only [gaussLaguerre, e, a2, a3, a4, b2, b3, b4]
  linear_combination
    ((p.coeff 1 + 4 * p.coeff 2 + 14 * p.coeff 3 + 48 * p.coeff 4) / 2) * s2
```

The hypothesis `p.natDegree ≤ 3` makes \(c_4\) vanish, and exactness follows. The zero polynomial is included, because its `natDegree` is 0.

```lean
/-- The two-point Gauss-Laguerre rule gives the exponentially weighted integral over the
half-line of every real polynomial of degree at most 3. -/
theorem gaussLaguerre_exact (p : ℝ[X]) (hp : p.natDegree ≤ 3) :
    ∫ x in Set.Ioi (0 : ℝ), Real.exp (-x) * p.eval x = gaussLaguerre (fun x => p.eval x) := by
  have h := gaussLaguerre_error p (by omega)
  have h4 : p.coeff 4 = 0 := Polynomial.coeff_eq_zero_of_natDegree_lt (by omega)
  rw [h4] at h
  linarith
```

At degree 4 the rule always fails, by \(4c_4\neq0\). The polynomial \((x^2-4x+2)^2\) shows the reason: it vanishes at both nodes, yet its weighted integral is 4.

The same comparison of moments, done by hand for a single node, shows that \(p(1)\) equals the integral for degree at most 1 and falls short of it by \(c_2\) at degree 2.

## A positive decay constant

For a density decaying as \(e^{-\alpha r}\), the constant \(\alpha\) is an inverse length. Substituting \(x=\alpha r\), \(dr=dx/\alpha\), gives

\[
\int_0^\infty e^{-\alpha r}p(r)\,dr=\frac1\alpha\int_0^\infty e^{-x}p(x/\alpha)\,dx,
\]

and \(p(x/\alpha)\) still has degree at most 3. Positivity makes the substitution map the half-line to itself. The proof uses `hα` for that step, for the degree of the rescaled polynomial `p.comp (C α⁻¹ * X)`, and for cancelling \(\alpha\). With \(\alpha\le0\) the integral diverges for every nonzero \(p\).

```lean
/-- For a decay constant `α > 0`, the integral of `exp (-α r) p(r)` over the half-line is given
by the rule with nodes and weights divided by `α`, for `p` of degree at most 3. -/
theorem gaussLaguerre_scaled (p : ℝ[X]) (hp : p.natDegree ≤ 3) {α : ℝ} (hα : 0 < α) :
    ∫ r in Set.Ioi (0 : ℝ), Real.exp (-(α * r)) * p.eval r =
      α⁻¹ * gaussLaguerre (fun x => p.eval (x / α)) := by
  have hq : (p.comp (C α⁻¹ * X)).natDegree ≤ 3 := by
    rw [Polynomial.natDegree_comp, Polynomial.natDegree_C_mul_X _ (inv_ne_zero hα.ne'), mul_one]
    exact hp
  have he : ∀ x : ℝ, (p.comp (C α⁻¹ * X)).eval x = p.eval (x / α) := by
    intro x
    simp [Polynomial.eval_comp, div_eq_inv_mul]
  have hc : ∀ x : ℝ, α * x / α = x := fun x => mul_div_cancel_left₀ x hα.ne'
  have main := gaussLaguerre_exact _ hq
  -- substitute x = α r
  have h := integral_comp_mul_left_Ioi
    (fun x : ℝ => Real.exp (-x) * p.eval (x / α)) 0 hα
  simp only [mul_zero, smul_eq_mul, hc] at h
  simp only [he] at main
  rw [h, main]
```

In code, one divides the tabulated nodes and weights by \(\alpha\) and evaluates \(p\) alone, since the weights already contain the exponential. The volume element \(r^2\) belongs to \(p\) and uses up two degrees. For the normalised hydrogen 1s state in atomic units,

\[
\langle r\rangle=4\int_0^\infty e^{-2r}r^3\,dr=\frac32,
\]

which the rule reproduces up to rounding. For \(\langle r^2\rangle=3\) the polynomial has degree 4, and the rule returns 2.5.

## Exactness and ordering fix the rule

Conversely, let a rule have nodes \(a\le b\) and weights \(u,v\), and suppose that it is exact up to degree 3. The weights are not assumed positive, nor the nodes distinct or inside the half-line. Exactness on the monomials gives

\[
\begin{aligned}
u+v&=1, & ua+vb&=1,\\
ua^2+vb^2&=2, & ua^3+vb^3&=6.
\end{aligned}
\]

Put \(s=a+b\) and \(q=ab\). Both nodes satisfy \(t^2-st+q=0\). Weighting this equation by \(u\) and \(v\) and adding gives \(2-s+q=0\); multiplying it by \(t\) first gives \(6-2s+q=0\). Hence \(s=4\) and \(q=2\), so \((b-2)^2=2\). The ordering gives \(b\ge2\), which selects \(b=2+\sqrt2\) and \(a=2-\sqrt2\). The first two moment equations then yield \(u-v=\sqrt2/2\), and with \(u+v=1\) the stated weights.

In the proof, `hm` extracts the moment equations from `h`, `hA` and `hB` are the two relations between \(s\) and \(q\), and `hab` enters in `hr`, where the square root is taken.

```lean
/-- A two-point rule with ordered nodes that is exact for the exponential weight up to degree 3
has the Gauss-Laguerre nodes and weights. -/
theorem gaussLaguerre_unique (a b u v : ℝ) (hab : a ≤ b)
    (h : ∀ p : ℝ[X], p.natDegree ≤ 3 →
      ∫ x in Set.Ioi (0 : ℝ), Real.exp (-x) * p.eval x = u * p.eval a + v * p.eval b) :
    a = 2 - √2 ∧ b = 2 + √2 ∧ u = (2 + √2) / 4 ∧ v = (2 - √2) / 4 := by
  have hm : ∀ n : ℕ, n ≤ 3 → (n.factorial : ℝ) = u * a ^ n + v * b ^ n := by
    intro n hn
    have hx := h (X ^ n) (by rw [Polynomial.natDegree_X_pow]; exact hn)
    simp only [Polynomial.eval_pow, Polynomial.eval_X, laguerre_moment] at hx
    exact hx
  have h0 := hm 0 (by norm_num)
  have h1 := hm 1 (by norm_num)
  have h2 := hm 2 (by norm_num)
  have h3 := hm 3 (by norm_num)
  norm_num [Nat.factorial] at h0 h1 h2 h3
  -- the moments fix the sum and the product of the nodes
  have hA : a + b - a * b = 2 := by
    linear_combination -h2 + (a + b) * h1 - a * b * h0
  have hB : 2 * (a + b) - a * b = 6 := by
    linear_combination -h3 + (a + b) * h2 - a * b * h1
  have hs : a + b = 4 := by linarith
  have hq : a * b = 2 := by linarith
  have hsq : (b - 2) ^ 2 = 2 := by linear_combination b * hs - hq
  have hr : √2 = b - 2 :=
    (congrArg Real.sqrt hsq).symm.trans (Real.sqrt_sq (by linarith))
  have hb : b = 2 + √2 := by linarith
  have ha : a = 2 - √2 := by linarith
  have s2 : √2 ^ 2 = (2 : ℝ) := Real.sq_sqrt (by norm_num)
  rw [ha, hb] at h1
  -- the first two moments then fix the weights
  refine ⟨ha, hb, ?_, ?_⟩
  · linear_combination (-1 / 2 - √2 / 2) * h0 + √2 / 4 * h1 + (v - u) / 4 * s2
  · linear_combination (-1 / 2 + √2 / 2) * h0 - √2 / 4 * h1 - (v - u) / 4 * s2

end

end GaussLaguerreTwoPoint
```

Without the ordering, the two node–weight pairs could also appear interchanged. With exactness only up to degree 2, other rules qualify: nodes 0 and 2 with weights \(1/2\) each match the first three moments, but give 4 instead of 6 for \(x^3\).

```lean
#print axioms GaussLaguerreTwoPoint.gaussLaguerre_exact
#print axioms GaussLaguerreTwoPoint.gaussLaguerre_scaled
#print axioms GaussLaguerreTwoPoint.gaussLaguerre_unique
```

```
'GaussLaguerreTwoPoint.gaussLaguerre_exact' depends on axioms: [propext, Classical.choice, Quot.sound]
'GaussLaguerreTwoPoint.gaussLaguerre_scaled' depends on axioms: [propext, Classical.choice, Quot.sound]
'GaussLaguerreTwoPoint.gaussLaguerre_unique' depends on axioms: [propext, Classical.choice, Quot.sound]
```
